# The scalar linear-response estimate exceeds $U-V$ in a charge-conserving model of two or more equivalent sites with $U>V$

In Hubbard-corrected density-functional theory, a Hubbard parameter can be computed from the response of a single site, and the calculation repeated in larger supercells to see whether the number settles. The problems below find the cell-size error of such a number, meaning its deviation from $U-V$, in a simple model where all sites are equivalent, with interaction $U$ on each site and $V$ between every pair.

## Sites, responses and kernel

In Lean 4 with Mathlib:

```lean
import Mathlib

open Matrix

namespace LinearResponseSmallCell

noncomputable section
```

The sites are labelled by `Fin N`, with one occupation each. Let $I$ be the identity and $J$ the matrix with all entries one.

```lean
/-- The matrix `J` with all entries equal to one, on `N` sites. -/
def allOnes (N : ℕ) : Matrix (Fin N) (Fin N) ℝ := Matrix.of fun _ _ => 1
```

For a real number $q$ write $X_0(q)=-q(I-J/N)$, which is `bareResponse N q`, and $X_0=X_0(p)$. Entry $(i,j)$ is the change of occupation at site $i$ per unit potential applied at site $j$, before the interaction potential readjusts. The postulated constant $p$ stands for the ease with which charge moves between sites. For $p>0$ and $N\ge2$, raising a site's potential lowers its occupation.

```lean
/-- The bare occupation response `-p (I - J/N)` of `N ≥ 1` equivalent sites. -/
def bareResponse (N : ℕ) (p : ℝ) : Matrix (Fin N) (Fin N) ℝ :=
  (-p) • (1 - (1 / (N : ℝ)) • allOnes N)
```

The kernel $f=(U-V)I+VJ$ gives the change in potential caused by a change in occupation: $U$ on the same site, $V$ between any two different sites, whatever their distance.

```lean
/-- The interaction kernel with on-site element `U` and inter-site element `V`. -/
def kernel (N : ℕ) (U V : ℝ) : Matrix (Fin N) (Fin N) ℝ :=
  (U - V) • 1 + V • allOnes N
```

The screened response $X$ is any real matrix that obeys $X=X_0+X_0fX$. This equation is the hypothesis `h` in the later theorems. The scalar estimate uses one diagonal element of each response.

```lean
/-- The scalar linear-response estimate `1/(X0)_ii - 1/X_ii` at site `i`, for responses
whose diagonal elements at `i` are nonzero. -/
def scalarU {N : ℕ} (X0 X : Matrix (Fin N) (Fin N) ℝ) (i : Fin N) : ℝ :=
  1 / X0 i i - 1 / X i i
```

A second estimate uses the whole matrices, after adding a uniform background $cJ$ to both.

```lean
/-- The matrix estimate `(X0 + cJ)⁻¹ - (X + cJ)⁻¹` with a uniform background `cJ`, for
responses that become invertible once the background is added. -/
def backgroundU {N : ℕ} (c : ℝ) (X0 X : Matrix (Fin N) (Fin N) ℝ) :
    Matrix (Fin N) (Fin N) ℝ :=
  (X0 + c • allOnes N)⁻¹ - (X + c • allOnes N)⁻¹
```

## (a) The square of the all-ones matrix

Show that $J^2=NJ$.

Each entry is $(J^2)_{ij}=\sum_k 1\cdot 1=N$. In the proof, `ext` selects the entry and `simp` evaluates the sum.

```lean
/-- The all-ones matrix satisfies `J² = N J`. -/
theorem allOnes_mul_allOnes (N : ℕ) :
    allOnes N * allOnes N = (N : ℝ) • allOnes N := by
  ext i j
  simp [allOnes, Matrix.mul_apply]
```

## (b) Total charge and uniform shifts

Show that $JX_0=0$ and $X_0J=0$.

By (a), $JX_0=-p(J-J^2/N)=-p(J-J)=0$, and the other order gives the same. The first equation says that the total charge is conserved, the second that a uniform potential shift does nothing. The proof treats $N=0$ separately, where the matrices have no entries.

```lean
/-- The bare response conserves the total charge, and a uniform potential shift
produces no response. -/
theorem bareResponse_neutral (N : ℕ) (p : ℝ) :
    allOnes N * bareResponse N p = 0 ∧ bareResponse N p * allOnes N = 0 := by
  rcases Nat.eq_zero_or_pos N with rfl | h
  · constructor <;> (ext i j; exact i.elim0)
  · have hN : (N : ℝ) ≠ 0 := Nat.cast_ne_zero.2 h.ne'
    constructor
    · rw [bareResponse, Matrix.mul_smul, Matrix.mul_sub, Matrix.mul_one, Matrix.mul_smul,
        allOnes_mul_allOnes, smul_smul, one_div_mul_cancel hN, one_smul, sub_self, smul_zero]
    · rw [bareResponse, Matrix.smul_mul, Matrix.sub_mul, Matrix.one_mul, Matrix.smul_mul,
        allOnes_mul_allOnes, smul_smul, one_div_mul_cancel hN, one_smul, sub_self, smul_zero]
```

## (c) Action on neutral matrices

Let $JY=0$, so that each column of $Y$ sums to zero. Show that $X_0Y=-pY$ and $X_0fY=-p(U-V)Y$.

The terms with $J$ drop out:
$$X_0Y=-p(Y-JY/N)=-pY,\qquad fY=(U-V)Y+VJY=(U-V)Y.$$
Hence $X_0fY=(U-V)X_0Y=-p(U-V)Y$. These steps are `h1`, `h2` and the final regrouping.

```lean
/-- On a matrix `Y` whose columns carry no net charge, the bare response acts as the number
`-p`, and the bare response times the kernel acts as `-p (U - V)`. -/
theorem action_on_neutral {N : ℕ} (p U V : ℝ) {Y : Matrix (Fin N) (Fin N) ℝ}
    (hY : allOnes N * Y = 0) :
    bareResponse N p * Y = (-p) • Y ∧
      bareResponse N p * kernel N U V * Y = (-(p * (U - V))) • Y := by
  have h1 : bareResponse N p * Y = (-p) • Y := by
    rw [bareResponse, Matrix.smul_mul, Matrix.sub_mul, Matrix.one_mul, Matrix.smul_mul,
      hY, smul_zero, sub_zero]
  have h2 : kernel N U V * Y = (U - V) • Y := by
    rw [kernel, Matrix.add_mul, Matrix.smul_mul, Matrix.smul_mul, Matrix.one_mul,
      hY, smul_zero, add_zero]
  refine ⟨h1, ?_⟩
  rw [Matrix.mul_assoc, h2, Matrix.mul_smul, h1]
  module
```

## (d) The response of a site to its own potential

Show that $(X_0)_{ii}=-p(N-1)/N$.

The diagonal entries of $I$ and $J/N$ are $1$ and $1/N$, so $(X_0)_{ii}=-p(1-1/N)$. The existence of a site $i$ already gives $N\ge1$.

```lean
/-- Each diagonal element of the bare response equals `-p (N - 1)/N`. -/
theorem bareResponse_diag {N : ℕ} (p : ℝ) (i : Fin N) :
    bareResponse N p i i = -(p * ((N : ℝ) - 1) / N) := by
  have hN : (N : ℝ) ≠ 0 := Nat.cast_ne_zero.2 i.pos.ne'
  rw [mul_div_assoc, sub_div, div_self hN]
  simp [bareResponse, allOnes]
```

## (e) Solving the response equation

Let $N\ge2$, $p\ne0$ and $s=1+p(U-V)$. Show that
$$X=X_0+X_0fX\iff s\ne0\ \text{ and }\ X=X_0(p/s).$$

Suppose $X$ solves the equation. Multiplying by $J$ from the left gives $JX=JX_0+JX_0fX=0$ by (b) (`hJ`). Then (c) gives $X=X_0-p(U-V)X$, that is, $sX=X_0$ (`hr`). If $s$ were zero, $X_0$ would vanish, but its diagonal in (d) is nonzero (`hc`). So $X=X_0/s=X_0(p/s)$.

Conversely, $X=X_0(p/s)$ has $JX=0$ and $sX=X_0$, so
$$X_0+X_0fX=sX-p(U-V)X=X.$$

A solution therefore exists and is unique for $s\ne0$. At $s=0$, the charge instability of the model, there is none. For $p>0$ and $U>V$ one has $s>1$.

```lean
/-- For at least two sites and `p ≠ 0`, a matrix `X` solves the response equation exactly
when `1 + p (U - V)` is nonzero and `X` is the bare response with `p` divided by it. -/
theorem screened_iff {N : ℕ} (h2 : 2 ≤ N) {p : ℝ} (hp : p ≠ 0) (U V : ℝ)
    (X : Matrix (Fin N) (Fin N) ℝ) :
    X = bareResponse N p + bareResponse N p * kernel N U V * X ↔
      1 + p * (U - V) ≠ 0 ∧ X = bareResponse N (p / (1 + p * (U - V))) := by
  have e : bareResponse N (p / (1 + p * (U - V)))
      = (1 + p * (U - V))⁻¹ • bareResponse N p := by
    simp only [bareResponse, smul_smul]
    congr 1
    ring
  constructor
  · intro h
    -- charge conservation passes from the bare to the screened response
    have hJ : allOnes N * X = 0 := by
      calc allOnes N * X
          = allOnes N * (bareResponse N p + bareResponse N p * kernel N U V * X) := by
            rw [← h]
        _ = allOnes N * bareResponse N p
            + allOnes N * bareResponse N p * kernel N U V * X := by
            simp only [Matrix.mul_add, Matrix.mul_assoc]
        _ = 0 := by simp [(bareResponse_neutral N p).1]
    have hr : (1 + p * (U - V)) • X = bareResponse N p := by
      rw [(action_on_neutral p U V hJ).2] at h
      linear_combination (norm := module) h
    have hc : 1 + p * (U - V) ≠ 0 := by
      intro h0
      rw [h0, zero_smul] at hr
      have hN : (2 : ℝ) ≤ N := by exact_mod_cast h2
      have hd := bareResponse_diag p (⟨0, by omega⟩ : Fin N)
      rw [← hr] at hd
      have hne : -(p * ((N : ℝ) - 1) / N) ≠ 0 :=
        neg_ne_zero.2 (div_ne_zero (mul_ne_zero hp (by intro h; linarith))
          (by intro h; linarith))
      exact hne hd.symm
    refine ⟨hc, ?_⟩
    rw [e, ← hr, smul_smul, inv_mul_cancel₀ hc, one_smul]
  · rintro ⟨hc, rfl⟩
    have hs : (1 + p * (U - V)) • bareResponse N (p / (1 + p * (U - V)))
        = bareResponse N p := by
      rw [e, smul_smul, mul_inv_cancel₀ hc, one_smul]
    rw [(action_on_neutral p U V (bareResponse_neutral N _).1).2]
    linear_combination (norm := module) hs
```

## (f) The scalar estimate

For $N\ge2$, $p\ne0$ and a solution $X$, show that at every site
$$\frac1{(X_0)_{ii}}-\frac1{X_{ii}}=(U-V)\frac{N}{N-1}.$$

By (d), $1/X_0(q)_{ii}=-\frac1q\frac N{N-1}$ for $q\ne0$ (`r`). The screened response has $q=p/s$, and $s/p=1/p+(U-V)$ (`hq`). The difference is
$$\left[-\frac1p+\frac1p+(U-V)\right]\frac N{N-1}=(U-V)\frac N{N-1}.$$

```lean
/-- For at least two equivalent sites and `p ≠ 0`, the scalar estimate from the bare and
screened responses equals `(U - V) N/(N - 1)`. -/
theorem scalarU_eq {N : ℕ} (h2 : 2 ≤ N) {p U V : ℝ} (hp : p ≠ 0)
    {X : Matrix (Fin N) (Fin N) ℝ}
    (h : X = bareResponse N p + bareResponse N p * kernel N U V * X) (i : Fin N) :
    scalarU (bareResponse N p) X i = (U - V) * N / ((N : ℝ) - 1) := by
  obtain ⟨hc, hX⟩ := (screened_iff h2 hp U V X).1 h
  have hN : (2 : ℝ) ≤ N := by exact_mod_cast h2
  have hN0 : (N : ℝ) ≠ 0 := by intro h; linarith
  have hN1 : (N : ℝ) - 1 ≠ 0 := by intro h; linarith
  have r : ∀ q : ℝ, q ≠ 0 →
      1 / (-(q * ((N : ℝ) - 1) / N)) = -(1 / q) * (N / ((N : ℝ) - 1)) := by
    intro q hq
    field_simp
  -- screening shifts the inverse response strength by `U - V`
  have hq : 1 / (p / (1 + p * (U - V))) = 1 / p + (U - V) := by
    rw [one_div_div, add_div, mul_div_cancel_left₀ _ hp]
  rw [scalarU, hX, bareResponse_diag, bareResponse_diag, r p hp,
    r _ (div_ne_zero hp hc), hq]
  ring
```

## (g) The sign of the error

Let also $p>0$ and $U>V$. Show that the scalar estimate is strictly larger than $U-V$.

Since $N-1>0$, the claim is equivalent to $(U-V)(N-1)<(U-V)N$, which holds because $U-V>0$. The excess is $(U-V)/(N-1)$. The proof multiplies out the denominator with `lt_div_iff₀`.

```lean
/-- For at least two sites, `p > 0` and `U > V`, the scalar estimate from the bare and screened
responses is strictly larger than `U - V`. -/
theorem scalarU_overestimates {N : ℕ} (h2 : 2 ≤ N) {p U V : ℝ} (hp : 0 < p) (hUV : V < U)
    {X : Matrix (Fin N) (Fin N) ℝ}
    (h : X = bareResponse N p + bareResponse N p * kernel N U V * X) (i : Fin N) :
    U - V < scalarU (bareResponse N p) X i := by
  have hN : (2 : ℝ) ≤ N := by exact_mod_cast h2
  rw [scalarU_eq h2 hp.ne' h i, lt_div_iff₀ (by linarith)]
  nlinarith
```

## (h) An invertible response

For $N\ge1$, (b) makes $X_0$ singular. For $p,c\ne0$, show that
$$(X_0(p)+cJ)\left(X_0(1/p)+\frac{J}{cN^2}\right)=I.$$

By (b) and (c), the first product is $X_0(p)X_0(1/p)=-pX_0(1/p)=I-J/N$. The cross terms vanish by (b), and $cJ\cdot J/(cN^2)=J/N$ by (a). The sum is $I$. The constant $c$ is an auxiliary response to a uniform shift, not a property of the sites.

```lean
/-- For `p ≠ 0`, a uniform background `cJ` with `c ≠ 0` makes the bare response invertible,
with the inverse written out here. -/
theorem background_mul_inverse (N : ℕ) {p c : ℝ} (hp : p ≠ 0) (hc : c ≠ 0) :
    (bareResponse N p + c • allOnes N) *
      (bareResponse N (1 / p) + (1 / (c * (N : ℝ) ^ 2)) • allOnes N) = 1 := by
  rcases Nat.eq_zero_or_pos N with rfl | h
  · ext i j
    exact i.elim0
  have hN : (N : ℝ) ≠ 0 := Nat.cast_ne_zero.2 h.ne'
  have h1 := (action_on_neutral p 0 0 (bareResponse_neutral N (1 / p)).1).1
  have e1 : (-p) • bareResponse N (1 / p) = 1 - (1 / (N : ℝ)) • allOnes N := by
    rw [bareResponse, smul_smul, neg_mul_neg, mul_one_div_cancel hp, one_smul]
  -- the cross terms vanish: no response to a uniform shift (`h3`), charge conservation (`h4`)
  have h3 : bareResponse N p * ((1 / (c * (N : ℝ) ^ 2)) • allOnes N) = 0 := by
    rw [Matrix.mul_smul, (bareResponse_neutral N p).2, smul_zero]
  have h4 : (c • allOnes N) * bareResponse N (1 / p) = 0 := by
    rw [Matrix.smul_mul, (bareResponse_neutral N (1 / p)).1, smul_zero]
  have e2 : (c • allOnes N) * ((1 / (c * (N : ℝ) ^ 2)) • allOnes N)
      = (1 / (N : ℝ)) • allOnes N := by
    rw [Matrix.smul_mul, Matrix.mul_smul, allOnes_mul_allOnes, smul_smul, smul_smul]
    congr 1
    field_simp
  rw [Matrix.add_mul, Matrix.mul_add, Matrix.mul_add, h1, e1, h3, h4, e2]
  abel
```

## (i) The matrix estimate

For $N\ge2$, $p,c\ne0$ and a solution $X$, show that
$$(X_0+cJ)^{-1}-(X+cJ)^{-1}=(U-V)(I-J/N).$$

Apply (h) with strengths $p$ and $p/s$. The terms $J/(cN^2)$ cancel, leaving
$$X_0(1/p)-X_0(1/p+U-V)=(U-V)(I-J/N).$$
In the proof, `Matrix.inv_eq_right_inv` turns the products from (h) into inverses.

```lean
/-- For at least two sites, `p ≠ 0` and a background `c ≠ 0`, the matrix estimate from the bare and
screened responses equals `(U - V)(I - J/N)`, whatever the value of `c`. -/
theorem backgroundU_eq {N : ℕ} (h2 : 2 ≤ N) {p U V c : ℝ} (hp : p ≠ 0) (hc : c ≠ 0)
    {X : Matrix (Fin N) (Fin N) ℝ}
    (h : X = bareResponse N p + bareResponse N p * kernel N U V * X) :
    backgroundU c (bareResponse N p) X
      = (U - V) • (1 - (1 / (N : ℝ)) • allOnes N) := by
  obtain ⟨hs, hX⟩ := (screened_iff h2 hp U V X).1 h
  have hq : 1 / (p / (1 + p * (U - V))) = 1 / p + (U - V) := by
    rw [one_div_div, add_div, mul_div_cancel_left₀ _ hp]
  rw [backgroundU, hX, Matrix.inv_eq_right_inv (background_mul_inverse N hp hc),
    Matrix.inv_eq_right_inv (background_mul_inverse N (div_ne_zero hp hs) hc), hq]
  simp only [bareResponse]
  module
```

## (j) Removing the cell-size error

Let $D$ be the matrix estimate in (i). For $i\ne j$, show that $D_{ii}-D_{ij}=U-V$.

The entries are $D_{ii}=(U-V)(1-1/N)$ and $D_{ij}=-(U-V)/N$; subtract them. Two different sites already imply $N\ge2$, which is `h2` in the proof.

```lean
/-- For `p ≠ 0` and a background `c ≠ 0`, take the matrix estimate from the bare and screened
responses. A diagonal element of it minus an off-diagonal element in the same row is exactly
`U - V`. -/
theorem backgroundU_diag_sub_offDiag {N : ℕ} {p U V c : ℝ} (hp : p ≠ 0) (hc : c ≠ 0)
    {X : Matrix (Fin N) (Fin N) ℝ}
    (h : X = bareResponse N p + bareResponse N p * kernel N U V * X)
    {i j : Fin N} (hij : i ≠ j) :
    backgroundU c (bareResponse N p) X i i - backgroundU c (bareResponse N p) X i j
      = U - V := by
  -- two distinct sites force `N ≥ 2`
  have h2 : 2 ≤ N := by
    have hv : i.val ≠ j.val := fun hv => hij (Fin.ext hv)
    have hi := i.isLt
    have hj := j.isLt
    omega
  rw [backgroundU_eq h2 hp hc h]
  simp only [Matrix.smul_apply, Matrix.sub_apply, Matrix.one_apply_eq,
    Matrix.one_apply_ne hij, allOnes, Matrix.of_apply, smul_eq_mul]
  ring

end

end LinearResponseSmallCell
```

```lean
#print axioms LinearResponseSmallCell.scalarU_eq
#print axioms LinearResponseSmallCell.scalarU_overestimates
#print axioms LinearResponseSmallCell.backgroundU_diag_sub_offDiag
```

```
'LinearResponseSmallCell.scalarU_eq' depends on axioms: [propext, Classical.choice, Quot.sound]
'LinearResponseSmallCell.scalarU_overestimates' depends on axioms: [propext, Classical.choice, Quot.sound]
'LinearResponseSmallCell.backgroundU_diag_sub_offDiag' depends on axioms: [propext, Classical.choice, Quot.sound]
```

## Two sites in numbers

Take $N=2$, $U=5$ eV, $V=1$ eV and $p=\tfrac14$ eV$^{-1}$. Then $s=2$ and $p/s=\tfrac18$ eV$^{-1}$, so $(X_0)_{ii}=-\tfrac18$ eV$^{-1}$ and $X_{ii}=-\tfrac1{16}$ eV$^{-1}$. The scalar estimate is $-8+16=8$ eV, twice $U-V=4$ eV. The matrix estimate has diagonal entries $2$ eV and off-diagonal entries $-2$ eV, whose difference is $4$ eV.
